# Additive, species-symmetric integer charge transport gives each species present a unique integer charge

## Does the symmetry between like atoms fix integer ionic charges?

Suppose that atoms move by whole periodic cells along one lattice direction, and that the charge transported along it is an integer, depends only on the net displacements of the atoms, adds up over successive moves and does not distinguish atoms of the same species. Then every species present has exactly one integer charge, which I take as its oxidation number. The transported charge is then that of point ions carrying these integers, even though the electrons in a first-principles simulation are not divided among the atoms. I would like to see this derived from the stated assumptions alone, with every step explicit and the proof checked by a machine. Is it true as I have put it, and where does the presence of every species enter?

## Yes: moving one atom reads off the charge of its species

Let the $N$ atoms of one periodic cell, labelled by $i$, have species $s(i)$. Atom $i$, together with all its periodic images, is displaced by $n_i\in\mathbb Z$ cells along one fixed lattice direction, and $Q(n)\in\mathbb Z$ is the charge transported along that direction through one cross-section of the cell, in units of the elementary charge. Assume that $Q(m+n)=Q(m)+Q(n)$, and that $Q$ is unchanged when displacements are permuted among atoms of the same species. If every species occurs, there are unique integers $q_a$, one for each species $a$, such that

$$Q(n)=\sum_i q_{s(i)}\,n_i \qquad\text{for all } n.$$

### From single-atom moves to species charges

Let $e_i$ be the displacement that moves atom $i$ by one cell and leaves the others in place. Every displacement is $n=\sum_i n_i e_i$. An additive map respects integer multiples, negative ones included, so

$$Q(n)=\sum_i n_i\,Q(e_i)=\sum_i c_i n_i,\qquad c_i:=Q(e_i).$$

So far each atom has its own integer $c_i$. Now take two atoms with $s(i)=s(j)$ and let $\tau$ exchange them. This permutation preserves all species labels. The permuted displacement has entry $(e_i)_{\tau(k)}$ at atom $k$, which is $1$ exactly when $\tau(k)=i$, that is, when $k=j$. The permuted displacement is therefore $e_j$, and invariance gives $c_j=Q(e_j)=Q(e_i)=c_i$.

For each species $a$, choose an atom $r(a)$ with $s(r(a))=a$ and set $q_a=c_{r(a)}$. Atoms $i$ and $r(s(i))$ belong to the same species, so $c_i=q_{s(i)}$, and the formula for $Q$ follows. If integers $q'_a$ also satisfy it, inserting $n=e_{r(a)}$ gives $q'_a=Q(e_{r(a)})=q_a$. This proves uniqueness.

The converse is a relabelling of the sum. If $\sigma$ preserves species, then

$$\sum_i q_{s(i)}n_{\sigma(i)}=\sum_i q_{s(\sigma(i))}n_{\sigma(i)}=\sum_j q_{s(j)}n_j .$$

The presence of every species matters for uniqueness. The charge of an absent species never enters the sum, so changing it from $0$ to $1$ leaves the transport law as it was. When all species are present, single-atom moves recover all the charges.

Grouping the atoms by species gives

$$\sum_i q_{s(i)}n_i=\sum_a q_a\sum_{i:\,s(i)=a}n_i ,$$

so only the total displacement of each species counts. For a rigid translation by one cell, all $n_i=1$ and the transported charge is $\sum_a q_a N_a$, where $N_a$ is the number of atoms of species $a$. Two atoms of charge $+1$ and one of charge $-2$ give $1+1-2=0$, while moving the first atom alone transports $1$.

### What the Lean statements assume about the physics

The type `ι` labels the atoms and `S` the species; `Fintype ι` says that there are finitely many atoms. A displacement is a function `n : ι → ℤ`, and `Q : (ι → ℤ) →+ ℤ` is an additive map. This one type contains three physical assumptions: the transported charge is an integer, it depends only on the net cell displacements and not on the path, and successive moves add. For adiabatic transport in a band insulator, a gap that stays open along a path taking every atom to itself or to one of its periodic images makes the transported charge an integer. Path independence asks for more: paths with the same net displacements must transport the same charge, as they do when they can be deformed into each other without closing the gap. Charge quantisation is thus an input here, not a consequence of an electronic Hamiltonian.

`SpeciesInvariant s Q` expresses the equivalence of like atoms. Its convention is that the permuted displacement at atom `i` is `n (σ i)`. The labels may be finer than chemical elements. If two atoms of one element transport different charges, invariance fails for labels by element, and the theorem does not apply with those labels.

`Function.Surjective s` says that every species is present, and `∃! q : S → ℤ` that exactly one assignment of integers works. `atomCharge Q i` is $c_i$, and `ionicCharge s q` is the transport law of ions with charges $q_a$.

The model covers displacements along one lattice direction and the charge transported along it. For motion in three dimensions, a single scalar charge per species also requires the same integers along all three lattice directions, and no charge transported along one of them by motion along another. It does not compute the integers for a material or compare them with the chemist's electron-counting rules. Nor does it impose neutrality: that a rigid translation of a neutral cell transports no charge is a further physical condition, $\sum_a q_aN_a=0$.

For ionic conductivity in first-principles molecular dynamics, the result suggests constant integer charges to weight the displacements of the ions, provided that whole-cell transport obeys this additive, path-independent and species-symmetric model. Trajectories generally end at fractional cell displacements, which the theorem does not cover. The dc conductivity, taken from the long-time growth of the mean squared transported charge, is unaffected if the resulting difference in transported charge stays bounded.

```lean
import Mathlib

open Finset

namespace OxidationNumbers

variable {ι S : Type*}

/-- The transported charge `Q` is unchanged when the displacements are permuted among atoms
of the same species. -/
def SpeciesInvariant (s : ι → S) (Q : (ι → ℤ) →+ ℤ) : Prop :=
  ∀ σ : Equiv.Perm ι, (∀ i, s (σ i) = s i) → ∀ n : ι → ℤ, Q (fun i => n (σ i)) = Q n

/-- The charge transported when atom `i` alone is displaced by one cell. -/
def atomCharge [DecidableEq ι] (Q : (ι → ℤ) →+ ℤ) (i : ι) : ℤ :=
  Q (Pi.single i 1)

/-- The charge transported by ions that carry the integer charge `q a` for each species `a`,
as a function of their cell displacements. -/
def ionicCharge [Fintype ι] (s : ι → S) (q : S → ℤ) : (ι → ℤ) →+ ℤ where
  toFun n := ∑ i, q (s i) * n i
  map_zero' := by simp
  map_add' m n := by simp [mul_add, Finset.sum_add_distrib]

/-- An additive transported charge is the sum over atoms of the single-atom charge times the
number of cells crossed. -/
theorem charge_eq_sum_atomCharge [Fintype ι] [DecidableEq ι] (Q : (ι → ℤ) →+ ℤ) (n : ι → ℤ) :
    Q n = ∑ i, atomCharge Q i * n i := by
  -- resolve the displacement into moves of one atom at a time
  have h : n = ∑ i, n i • (Pi.single i (1 : ℤ) : ι → ℤ) := by
    ext j
    simp [Finset.sum_apply, Pi.single_apply]
  conv_lhs => rw [h]
  rw [map_sum]
  refine Finset.sum_congr rfl fun i _ => ?_
  rw [map_zsmul, smul_eq_mul, mul_comm]
  rfl

/-- If the transported charge is species invariant, two atoms of the same species carry the
same single-atom charge. -/
theorem atomCharge_eq_of_same_species [DecidableEq ι] {s : ι → S} {Q : (ι → ℤ) →+ ℤ}
    (hQ : SpeciesInvariant s Q) {i j : ι} (h : s i = s j) :
    atomCharge Q i = atomCharge Q j := by
  -- exchanging the two atoms preserves all species labels
  have hs : ∀ k, s (Equiv.swap i j k) = s k := by
    intro k
    rw [Equiv.swap_apply_def]
    split_ifs with h1 h2
    · rw [h1, h]
    · rw [h2, h]
    · rfl
  -- the exchange turns a move of atom i into a move of atom j
  have e : (fun k => (Pi.single i (1 : ℤ) : ι → ℤ) (Equiv.swap i j k)) = Pi.single j 1 := by
    ext k
    have hk : Equiv.swap i j k = i ↔ k = j := by
      rw [Equiv.swap_apply_eq_iff, Equiv.swap_apply_left]
    by_cases h' : k = j
    · simp [h']
    · have h2 : Equiv.swap i j k ≠ i := fun e => h' (hk.mp e)
      simp [h', h2]
  have hswap := hQ (Equiv.swap i j) hs (Pi.single i 1)
  rw [e] at hswap
  exact hswap.symm

/-- Oxidation numbers: if every species is present and the additive integer transported charge
is species invariant, there is exactly one assignment of integers `q` to the species such that
the transported charge is the sum of `q (s i) * n i` over the atoms. -/
theorem existsUnique_oxidationNumbers [Fintype ι] {s : ι → S} (hs : Function.Surjective s)
    {Q : (ι → ℤ) →+ ℤ} (hQ : SpeciesInvariant s Q) :
    ∃! q : S → ℤ, ∀ n : ι → ℤ, Q n = ∑ i, q (s i) * n i := by
  classical
  -- choose a representative atom of each species
  choose r hr using hs
  refine ⟨fun a => atomCharge Q (r a), fun n => ?_, fun q hq => ?_⟩
  · rw [charge_eq_sum_atomCharge Q n]
    refine Finset.sum_congr rfl fun i _ => ?_
    exact congrArg (· * n i) (atomCharge_eq_of_same_species hQ (hr (s i)).symm)
  · -- moving the representative alone reads off the charge of its species
    funext a
    have h := hq (Pi.single (r a) 1)
    simp [Pi.single_apply, hr] at h
    exact h.symm

/-- Conversely, ions with one integer charge per species give a species-invariant transported
charge. -/
theorem ionicCharge_speciesInvariant [Fintype ι] (s : ι → S) (q : S → ℤ) :
    SpeciesInvariant s (ionicCharge s q) := by
  intro σ hσ n
  have h := Equiv.sum_comp σ (fun i => q (s i) * n i)
  simp only [hσ] at h
  exact h

/-- The transported charge determines the charges of all species exactly when every species
is present. -/
theorem ionicCharge_injective_iff [Fintype ι] (s : ι → S) :
    Function.Injective (ionicCharge s) ↔ Function.Surjective s := by
  classical
  constructor
  · intro h a
    by_contra ha
    have hne : ∀ i, s i ≠ a := fun i hi => ha ⟨i, hi⟩
    -- a charge on an absent species transports nothing
    have h0 : ionicCharge s (Pi.single a 1) = ionicCharge s 0 :=
      DFunLike.ext _ _ fun n => by simp [ionicCharge, hne]
    have h1 := congrFun (h h0) a
    simp at h1
  · intro hs q q' h
    funext a
    obtain ⟨i, rfl⟩ := hs a
    have h1 := DFunLike.congr_fun h (Pi.single i 1)
    simpa [ionicCharge, Pi.single_apply] using h1

/-- The charge transported by the ions is the sum over species of the ionic charge times the
total displacement of that species. -/
theorem ionicCharge_eq_sum_species [Fintype ι] [Fintype S] [DecidableEq S]
    (s : ι → S) (q : S → ℤ) (n : ι → ℤ) :
    ionicCharge s q n = ∑ a, q a * ∑ i ∈ univ.filter (fun i => s i = a), n i := by
  change ∑ i, q (s i) * n i = _
  -- group the atoms by species
  rw [← Finset.sum_fiberwise univ s (fun i => q (s i) * n i)]
  refine Finset.sum_congr rfl fun a _ => ?_
  rw [Finset.mul_sum]
  refine Finset.sum_congr rfl fun i hi => ?_
  simp only [(Finset.mem_filter.mp hi).2]

/-- A rigid translation of all atoms by one cell transports the sum over species of the ionic
charge times the number of atoms of that species. -/
theorem ionicCharge_rigid_translation [Fintype ι] [Fintype S] [DecidableEq S]
    (s : ι → S) (q : S → ℤ) :
    ionicCharge s q (fun _ => 1) =
      ∑ a, q a * ((univ.filter (fun i => s i = a)).card : ℤ) := by
  rw [ionicCharge_eq_sum_species]
  simp

/-- Two atoms of charge `+1` and one atom of charge `-2`: both species are present, the
transported charge is species invariant, moving the first atom by one cell transports one unit
of charge, and a rigid translation by one cell transports none. -/
theorem oxidationNumbers_witness :
    Function.Surjective (![0, 0, 1] : Fin 3 → Fin 2) ∧
    SpeciesInvariant (![0, 0, 1] : Fin 3 → Fin 2) (ionicCharge ![0, 0, 1] ![1, -2]) ∧
    ionicCharge (![0, 0, 1] : Fin 3 → Fin 2) ![1, -2] ![1, 0, 0] = 1 ∧
    ionicCharge (![0, 0, 1] : Fin 3 → Fin 2) ![1, -2] (fun _ => 1) = 0 := by
  refine ⟨?_, ionicCharge_speciesInvariant _ _, ?_, ?_⟩
  · intro a
    fin_cases a
    · exact ⟨0, rfl⟩
    · exact ⟨2, rfl⟩
  · simp [ionicCharge, Fin.sum_univ_three]
  · simp [ionicCharge, Fin.sum_univ_three]

end OxidationNumbers
```

```lean
#print axioms OxidationNumbers.existsUnique_oxidationNumbers
-- 'OxidationNumbers.existsUnique_oxidationNumbers' depends on axioms: [propext, Classical.choice, Quot.sound]
#print axioms OxidationNumbers.ionicCharge_speciesInvariant
-- 'OxidationNumbers.ionicCharge_speciesInvariant' depends on axioms: [propext, Classical.choice, Quot.sound]
#print axioms OxidationNumbers.ionicCharge_injective_iff
-- 'OxidationNumbers.ionicCharge_injective_iff' depends on axioms: [propext, Classical.choice, Quot.sound]
#print axioms OxidationNumbers.ionicCharge_rigid_translation
-- 'OxidationNumbers.ionicCharge_rigid_translation' depends on axioms: [propext, Classical.choice, Quot.sound]
```

### How the lemmas carry the argument

`charge_eq_sum_atomCharge` is the resolution into single-atom moves. Its local statement `h` is $n=\sum_i n_ie_i$, with `Pi.single i 1` for $e_i$. The rewrites `map_sum` and `map_zsmul` then take $Q$ through the sum and the integer multiples.

`atomCharge_eq_of_same_species` is the exchange argument. Here `hs` checks that `Equiv.swap i j` preserves the labels, by cases on whether the atom is `i`, `j` or neither. The equality `e` says that the exchange turns $e_i$ into $e_j$, and applying `hQ` to this exchange gives equal charges.

In `existsUnique_oxidationNumbers`, `choose r hr using hs` picks the representatives $r(a)$. The first remaining goal is the formula for $Q$, obtained from the two preceding lemmas. The second is uniqueness, where a competing assignment is evaluated at `Pi.single (r a) 1`.

`ionicCharge_speciesInvariant` proves the converse with `Equiv.sum_comp`, which relabels a sum by a permutation. `ionicCharge_injective_iff` states that distinct charge assignments give distinct transport laws exactly when `s` is surjective. One direction compares a unit charge on an absent species with zero charge everywhere; the other moves one atom of each species.

`ionicCharge_eq_sum_species` groups the atoms with `Finset.sum_fiberwise` and takes the common charge out of each group. Setting all displacements to one gives `ionicCharge_rigid_translation`. Finally, `oxidationNumbers_witness` verifies the three-atom example: both species occur, the invariance holds, and the two transported charges are $1$ and $0$. The hypotheses of the main theorem are therefore met by a transport law that is not identically zero.
